# The Witt relations from ab − ba = 1 with b invertible

A single bosonic mode has ladder operators with a a† − a† a = 1. When its states are written as functions of a complex variable z, a† multiplies by z and a is d/dz. The operator −z^(n+1) d/dz then generates the small coordinate change z → z − ε z^(n+1). For n below −1 this needs negative powers of z, so multiplication by z must be invertible. Given that, the commutators of these generators follow from ab − ba = 1 alone.

## The ring and the generators

In Lean 4 with Mathlib:

```lean
import Mathlib

noncomputable section

namespace WeylWitt

variable {R : Type*} [Ring R] {a : R} {b : Rˣ}
```

`R` is a ring in which products need not commute, and `a` is an element of it. `b : Rˣ` is an invertible element, so b^n exists for every integer n. The relation ab − ba = 1 enters the theorems as the hypothesis `hab`.

Here b takes the place of a†; it is not a second annihilation operator. On ordinary Fock space a† has no inverse, because it maps no state to the vacuum. The theorems below assume an invertible b, so they do not apply to that a†.

```lean
/-- The Witt generator `L_n = -b^(n+1) a`, for an invertible `b` and any integer `n`. -/
def wittL (a : R) (b : Rˣ) (n : ℤ) : R := -(((b ^ (n + 1) : Rˣ) : R) * a)
```

This defines L_n = −b^(n+1) a. In particular L_0 = −ba, which has the form of minus the number operator a†a, although b is invertible and a† is not. The notation `((b ^ (n + 1) : Rˣ) : R)` takes the power among the invertible elements, then regards it as an element of `R`.

```lean
/-- The generator of weight `h`, `L_n - h (n+1) b^n`, for an invertible `b` and a scalar `h`. -/
def weightedL {K : Type*} [CommRing K] [Algebra K R] (h : K) (a : R) (b : Rˣ) (n : ℤ) : R :=
  wittL a b n - (h * ((n : K) + 1)) • ((b ^ n : Rˣ) : R)
```

The weighted generator is L_n − h(n+1) b^n, with h a scalar from a commutative ring `K`. For b = z and a = d/dz it describes how a primary field φ(z) of conformal weight h responds to the coordinate change w = z − ε z^(n+1): to first order in ε, (dw/dz)^h φ(w) is φ(z) plus ε times the weighted generator applied to φ. The dot `•` is multiplication by a scalar or an integer.

## Moving a past powers of b

```lean
/-- Integer powers of an invertible element multiply by adding exponents. -/
theorem zpow_mul_zpow (b : Rˣ) (i j : ℤ) :
    ((b ^ i : Rˣ) : R) * ((b ^ j : Rˣ) : R) = ((b ^ (i + j) : Rˣ) : R) := by
  rw [← Units.val_mul, ← zpow_add]
```

This is b^i b^j = b^(i+j), for exponents of either sign.

```lean
/-- If `ab - ba = 1` and `b` is invertible, then `a b^n - b^n a = n b^(n-1)` for every
integer `n`, negative ones included. -/
theorem commutator_zpow (hab : a * (b : R) - (b : R) * a = 1) (n : ℤ) :
    a * ((b ^ n : Rˣ) : R) - ((b ^ n : Rˣ) : R) * a = n • ((b ^ (n - 1) : Rˣ) : R) := by
  have hab' : a * (b : R) = (b : R) * a + 1 := sub_eq_iff_eq_add'.mp hab
  have e : ∀ j : ℤ, ((b ^ (j - 1) : Rˣ) : R) * (b : R) = ((b ^ j : Rˣ) : R) := fun j => by
    rw [← Units.val_mul, ← zpow_add_one, sub_add_cancel]
  have h0 : a * ((b ^ (0 : ℤ) : Rˣ) : R)
      = ((b ^ (0 : ℤ) : Rˣ) : R) * a + (0 : ℤ) • ((b ^ ((0 : ℤ) - 1) : Rˣ) : R) := by
    simp
  -- one more factor of b
  have up : ∀ k : ℤ, a * ((b ^ k : Rˣ) : R)
        = ((b ^ k : Rˣ) : R) * a + k • ((b ^ (k - 1) : Rˣ) : R) →
      a * ((b ^ (k + 1) : Rˣ) : R)
        = ((b ^ (k + 1) : Rˣ) : R) * a + (k + 1) • ((b ^ (k + 1 - 1) : Rˣ) : R) := by
    intro k hk
    rw [add_sub_cancel_right, zpow_add_one, Units.val_mul, ← mul_assoc, hk, add_mul,
      smul_mul_assoc, e k, mul_assoc, hab', mul_add, mul_one, ← mul_assoc]
    module
  -- one factor fewer: compare both sides after multiplying by b on the right
  have down : ∀ k : ℤ, a * ((b ^ k : Rˣ) : R)
        = ((b ^ k : Rˣ) : R) * a + k • ((b ^ (k - 1) : Rˣ) : R) →
      a * ((b ^ (k - 1) : Rˣ) : R)
        = ((b ^ (k - 1) : Rˣ) : R) * a + (k - 1) • ((b ^ (k - 1 - 1) : Rˣ) : R) := by
    intro k hk
    apply b.isUnit.mul_right_cancel
    rw [mul_assoc, e k, hk, add_mul, smul_mul_assoc, e (k - 1), mul_assoc, hab', mul_add,
      mul_one, ← mul_assoc, e k]
    module
  exact sub_eq_iff_eq_add'.mpr
    (Int.induction_on n h0 (fun i hi => up i hi) (fun i hi => down (-i) hi))
```

The power rule is [a, b^n] = n b^(n−1), where [x, y] = xy − yx. At n = 0 both sides vanish. Suppose a b^k = b^k a + k b^(k−1). One step up (`up`) gives

a b^(k+1) = b^k ab + k b^k = b^k (ba + 1) + k b^k = b^(k+1) a + (k+1) b^k.

For the step down (`down`), the claim is a b^(k−1) = b^(k−1) a + (k−1) b^(k−2). Multiplied by b on the right, its left side is a b^k, and its right side is

b^(k−1)(ba + 1) + (k−1) b^(k−1) = b^k a + k b^(k−1).

These agree by assumption, and b cancels. `Int.induction_on` joins the two directions, and `module` collects coefficients.

```lean
/-- Moving `a` to the right: `b^i a b^j = b^(i+j) a + j b^(i+j-1)` for all integers `i`, `j`,
when `ab - ba = 1` and `b` is invertible. -/
theorem move_right (hab : a * (b : R) - (b : R) * a = 1) (i j : ℤ) :
    ((b ^ i : Rˣ) : R) * a * ((b ^ j : Rˣ) : R)
      = ((b ^ (i + j) : Rˣ) : R) * a + j • ((b ^ (i + j - 1) : Rˣ) : R) := by
  rw [mul_assoc, sub_eq_iff_eq_add'.mp (commutator_zpow hab j), mul_add, mul_smul_comm,
    ← mul_assoc, zpow_mul_zpow, zpow_mul_zpow, show i + (j - 1) = i + j - 1 by ring]
```

Multiplying the power rule by b^i on the left gives

b^i a b^j = b^(i+j) a + j b^(i+j−1).

```lean
/-- When `ab - ba = 1` and `b` is invertible, `L_m` shifts the powers of `b`:
`L_m b^k - b^k L_m = -k b^(m+k)`. -/
theorem wittL_commutator_zpow (hab : a * (b : R) - (b : R) * a = 1) (m k : ℤ) :
    wittL a b m * ((b ^ k : Rˣ) : R) - ((b ^ k : Rˣ) : R) * wittL a b m
      = (-k) • ((b ^ (m + k) : Rˣ) : R) := by
  have h2 : ((b ^ k : Rˣ) : R) * (((b ^ (m + 1) : Rˣ) : R) * a)
      = ((b ^ (m + 1 + k) : Rˣ) : R) * a := by
    rw [← mul_assoc, zpow_mul_zpow, add_comm k]
  rw [wittL, neg_mul, mul_neg, move_right hab, h2, show m + 1 + k - 1 = m + k by ring]
  module
```

Hence L_m b^k = −b^(m+k+1) a − k b^(m+k), while b^k L_m = −b^(m+k+1) a. The difference is

[L_m, b^k] = −k b^(m+k).

## The Witt relations

```lean
/-- **Witt relations.** If `ab - ba = 1` and `b` is invertible, then
`L_m L_n - L_n L_m = (m - n) L_(m+n)` for all integers `m`, `n`. -/
theorem witt_relations (hab : a * (b : R) - (b : R) * a = 1) (m n : ℤ) :
    wittL a b m * wittL a b n - wittL a b n * wittL a b m = (m - n) • wittL a b (m + n) := by
  -- the second-order part of the product is symmetric in i and j
  have h : ∀ i j : ℤ, wittL a b i * wittL a b j
      = ((b ^ (i + j + 2) : Rˣ) : R) * a * a
        + (j + 1) • (((b ^ (i + j + 1) : Rˣ) : R) * a) := by
    intro i j
    unfold wittL
    rw [neg_mul_neg, ← mul_assoc, move_right hab, add_mul, smul_mul_assoc,
      show i + 1 + (j + 1) - 1 = i + j + 1 by ring, show i + 1 + (j + 1) = i + j + 2 by ring]
  rw [h m n, h n m, wittL, add_comm n m]
  module
```

The inner statement `h` is the product

L_i L_j = b^(i+1) a b^(j+1) a = b^(i+j+2) a² + (j+1) b^(i+j+1) a.

The a² term is symmetric in i and j, so it cancels in the commutator:

[L_m, L_n] = (n − m) b^(m+n+1) a = (m − n) L_(m+n).

In two-dimensional conformal field theory these are the Virasoro relations with the central term absent.

```lean
/-- If `ab - ba = 1` and `b` is invertible, the generators of any fixed scalar weight `h`
satisfy the same Witt relations. -/
theorem weighted_witt_relations {K : Type*} [CommRing K] [Algebra K R] (h : K)
    (hab : a * (b : R) - (b : R) * a = 1) (m n : ℤ) :
    weightedL h a b m * weightedL h a b n - weightedL h a b n * weightedL h a b m
      = (m - n) • weightedL h a b (m + n) := by
  -- bilinearity of the commutator
  have e : ∀ (x y p q : R) (s t : K),
      (x - s • p) * (y - t • q) - (y - t • q) * (x - s • p)
        = (x * y - y * x) - t • (x * q - q * x) + s • (y * p - p * y)
          + (s * t) • (p * q - q * p) := by
    intro x y p q s t
    simp only [sub_mul, mul_sub, smul_mul_assoc, mul_smul_comm]
    module
  unfold weightedL
  rw [e, witt_relations hab, wittL_commutator_zpow hab, wittL_commutator_zpow hab,
    zpow_mul_zpow, zpow_mul_zpow, add_comm n m]
  simp only [← Int.cast_smul_eq_zsmul K, Int.cast_sub, Int.cast_neg, Int.cast_add]
  module
```

Write W_n for the weighted generator. Powers of b commute, so the expansion `e` leaves

[W_m, W_n] = [L_m, L_n] − h(n+1)[L_m, b^n] + h(m+1)[L_n, b^m]
= (m − n) L_(m+n) + h(n(n+1) − m(m+1)) b^(m+n).

Since n(n+1) − m(m+1) = −(m − n)(m+n+1), this equals (m − n) W_(m+n).

```lean
/-- In a nonzero algebra over a field of characteristic zero, with `ab - ba = 1` and `b`
invertible, the generators `L_n`, `n` any integer, are linearly independent. -/
theorem wittL_linearIndependent (K : Type*) [Field K] [CharZero K] [Algebra K R] [Nontrivial R]
    (hab : a * (b : R) - (b : R) * a = 1) : LinearIndependent K (wittL a b) := by
  -- L_n is an eigenvector of the commutator with L_0
  have eig : ∀ n : ℤ, wittL a b 0 * wittL a b n - wittL a b n * wittL a b 0
      = (-(n : K)) • wittL a b n := by
    intro n
    rw [witt_relations hab, zero_add, zero_sub, neg_smul, neg_smul, Int.cast_smul_eq_zsmul]
  have ne : ∀ n : ℤ, wittL a b n ≠ 0 := by
    intro n h0
    rw [wittL, neg_eq_zero, Units.mul_right_eq_zero] at h0
    simp [h0] at hab
  exact Module.End.eigenvectors_linearIndependent'
    (LinearMap.mulLeft K (wittL a b 0) - LinearMap.mulRight K (wittL a b 0))
    (fun n : ℤ => -(n : K)) (fun i j hij => by simpa using hij) (wittL a b)
    (fun n => ⟨Module.End.mem_eigenspace_iff.mpr (eig n), ne n⟩)
```

Now the scalars form a field of characteristic zero and `R` is not the zero ring. The Witt relations give [L_0, L_n] = −n L_n (`eig`), so L_n is an eigenvector of X ↦ [L_0, X] once it is nonzero. If L_n were 0, cancelling b^(n+1) would give a = 0, and `hab` would read 0 = 1 (`ne`). The eigenvalues −n are distinct, so the L_n are linearly independent.

## A concrete pair of operators

```lean
/-- Multiplication by `z` on two-sided coefficient sequences: the coefficient of `z^k`
becomes the former coefficient of `z^(k-1)`. -/
def mulZ : (Module.End ℂ (ℤ → ℂ))ˣ where
  val := LinearMap.funLeft ℂ ℂ (fun k : ℤ => k - 1)
  inv := LinearMap.funLeft ℂ ℂ (fun k : ℤ => k + 1)
  val_inv := LinearMap.ext fun f => funext fun k => by
    simp [Module.End.mul_apply, LinearMap.funLeft_apply]
  inv_val := LinearMap.ext fun f => funext fun k => by
    simp [Module.End.mul_apply, LinearMap.funLeft_apply]
```

A function f : ℤ → ℂ lists the coefficients of a formal series Σ f(k) z^k, with no convergence required. Multiplication by z is the shift (zf)(k) = f(k−1), and the opposite shift is its inverse.

```lean
/-- The derivative `d/dz` on two-sided coefficient sequences: the coefficient of `z^k`
becomes `k + 1` times the former coefficient of `z^(k+1)`. -/
def derivZ : Module.End ℂ (ℤ → ℂ) where
  toFun f k := ((k : ℂ) + 1) * f (k + 1)
  map_add' f g := by
    funext k
    simp only [Pi.add_apply]
    ring
  map_smul' c f := by
    funext k
    simp only [Pi.smul_apply, smul_eq_mul, RingHom.id_apply]
    ring
```

Differentiation acts by (f′)(k) = (k+1) f(k+1). The two `map` fields check linearity.

```lean
/-- The derivative `d/dz` and the invertible multiplication by `z` satisfy `ab - ba = 1`. -/
theorem commutator_witness :
    derivZ * (mulZ : Module.End ℂ (ℤ → ℂ)) - (mulZ : Module.End ℂ (ℤ → ℂ)) * derivZ = 1 := by
  refine LinearMap.ext fun f => funext fun k => ?_
  change ((k : ℂ) + 1) * f (k + 1 - 1) - (((k - 1 : ℤ) : ℂ) + 1) * f (k - 1 + 1) = f k
  rw [show k + 1 - 1 = k by ring, show k - 1 + 1 = k by ring]
  push_cast
  ring

end WeylWitt
```

The coefficient of z^k in (zf)′ − z f′ is

(k+1) f(k) − k f(k) = f(k),

so d/dz and z satisfy `hab`, with z invertible.

```lean
#print axioms WeylWitt.weighted_witt_relations
#print axioms WeylWitt.wittL_linearIndependent
```

```
'WeylWitt.weighted_witt_relations' depends on axioms: [propext, Quot.sound]
'WeylWitt.wittL_linearIndependent' depends on axioms: [propext, Classical.choice, Quot.sound]
```
